# Positivity of $J - K$ on a finite grid

## The claim

In Hartree–Fock theory the electron-repulsion energy of a determinant of orthonormal spin orbitals is written with Coulomb and exchange integrals as $\tfrac12\sum_{ij}(J_{ij}-K_{ij})$. For a symmetric interaction that is nonnegative between distinct points, each difference $J_{ij}-K_{ij}$ is real and nonnegative. For spin orbitals a point means a position together with a spin, so two opposite spins at one position are distinct points. This is derived here only in a model where orbitals are complex functions on a finite set of points and the interaction is a real kernel with finite entries; continuum integrals are not covered.

Let $X$ be a finite set, let $p,q,r,s,a,b$ be functions $X\to\mathbb C$, and let $v(x,y)$ be real. Define

$$\langle pq|rs\rangle=\sum_{x,y}p^*(x)\,q^*(y)\,v(x,y)\,r(x)\,s(y),\qquad J_{ab}=\langle ab|ab\rangle,\qquad K_{ab}=\langle ab|ba\rangle,$$

and the antisymmetric pair amplitude $D_{ab}(x,y)=a(x)b(y)-b(x)a(y)$. If $v(x,y)=v(y,x)$, then

$$J_{ab}-K_{ab}=\frac12\sum_{x,y}v(x,y)\,|D_{ab}(x,y)|^2 .$$

The difference is therefore real, and it is nonnegative when $v(x,y)\ge 0$ for all $x\ne y$.

## Derivation by hand

Exchanging the names of the summation variables in $\langle pq|rs\rangle$ gives $\sum_{x,y}q^*(x)\,p^*(y)\,v(y,x)\,s(x)\,r(y)$. With $v(y,x)=v(x,y)$ this reads

$$\langle pq|rs\rangle=\langle qp|sr\rangle .$$

The product of two amplitudes is

$$D_{pq}^*D_{rs}=\big[p^*(x)q^*(y)-q^*(x)p^*(y)\big]\big[r(x)s(y)-s(x)r(y)\big].$$

Multiplying out, weighting by $v(x,y)$ and summing produces four integrals,

$$\sum_{x,y}v\,D_{pq}^*D_{rs}=\langle pq|rs\rangle-\langle pq|sr\rangle-\langle qp|rs\rangle+\langle qp|sr\rangle .$$

By the relabelling rule the third integral equals the second and the fourth equals the first, so

$$\langle pq|rs\rangle-\langle pq|sr\rangle=\frac12\sum_{x,y}v\,D_{pq}^*D_{rs}.$$

Setting $p=r=a$ and $q=s=b$ turns the left side into $J_{ab}-K_{ab}$ and the product into $|D_{ab}|^2$, which is the claim. The right side is a sum of real numbers. A term with $x=y$ is zero because $D_{ab}(x,x)=0$, whatever $v(x,x)$ is, and a term with $x\neq y$ is a product of two nonnegative numbers once $v(x,y)\ge0$.

Four consequences follow from the same algebra.

1. The symmetric amplitude $S_{ab}(x,y)=a(x)b(y)+b(x)a(y)$ gives the four integrals with plus signs, so $J_{ab}+K_{ab}=\tfrac12\sum v\,|S_{ab}|^2$. Since $S_{ab}(x,x)=2a(x)b(x)$ need not vanish, the sign now requires $v\ge0$ on the diagonal too. Then $J-K$ and $J+K$ are both real and nonnegative, hence $J$ and $K$ are real and $-J\le K\le J$.
2. If $v(x,y)>0$ for $x\ne y$, then $J=K$ forces every term of a sum of nonnegative terms to vanish, so $D_{ab}(x,y)=0$ for $x\neq y$, and it vanishes for $x=y$ anyway. Conversely $D_{ab}=0$ gives $J=K$.
3. Let $a$ be one at $x_0$ and zero elsewhere, and $b$ likewise at $y_0\ne x_0$. Only the term $(x_0,y_0)$ survives in $J$, giving $v(x_0,y_0)$. Every term of $K$ contains $a^*(x)b(x)=0$. So $J-K=v(x_0,y_0)$, and nonnegativity of $J-K$ for all orbitals forces $v\ge0$ off the diagonal.
4. Summing over all pairs of a finite family, $\tfrac12\sum_{ij}(J_{ij}-K_{ij})$ is real and nonnegative.

## The formal development

### Objects

The grid is a type `X`, finite wherever sums occur, and the kernel `v : X → X → ℝ` is an arbitrary real function of two points. Symmetry and sign conditions enter theorem by theorem as hypotheses. The notation `conj` is complex conjugation.

In Lean 4 with Mathlib:

```lean
import Mathlib

open ComplexConjugate

namespace CoulombExchangePositivity

noncomputable section

variable {X : Type*} {v : X → X → ℝ}
```

The amplitudes $D_{ab}$ and $S_{ab}$ are `antisymPair` and `symPair`. They carry no factor $1/\sqrt2$, which is why $\tfrac12$ stands in front of the sums.

```lean
/-- Antisymmetric pair amplitude `a(x) b(y) - b(x) a(y)` of two orbitals. -/
def antisymPair (a b : X → ℂ) (x y : X) : ℂ := a x * b y - b x * a y

/-- Symmetric pair amplitude `a(x) b(y) + b(x) a(y)` of two orbitals. -/
def symPair (a b : X → ℂ) (x y : X) : ℂ := a x * b y + b x * a y
```

The orbital `site x` is the localized function of consequence 3, and `softCoulomb n` is the kernel $1/(1+|x-y|)$ on $n$ points of unit spacing, a simple one-dimensional example.

```lean
/-- The orbital equal to one at grid point `x` and zero elsewhere. -/
def site [DecidableEq X] (x u : X) : ℂ := if u = x then 1 else 0

/-- Softened Coulomb kernel `1 / (1 + |x - y|)` on `n` equally spaced points. -/
def softCoulomb (n : ℕ) (x y : Fin n) : ℝ := 1 / (1 + |((x : ℕ) : ℝ) - ((y : ℕ) : ℝ)|)
```

The termwise sign needs neither finiteness nor symmetry. Its hypothesis `hpos` constrains `v x y` only for `x ≠ y`, and `‖·‖` is the modulus of a complex number. The proof splits on $x=y$: in the first case `h0` makes the amplitude zero, in the second the term is a nonnegative number times a square.

```lean
/-- If the kernel is nonnegative between distinct points, every term
`v(x,y) |a(x) b(y) - b(x) a(y)|²` is nonnegative. -/
theorem pair_term_nonneg (hpos : ∀ x y, x ≠ y → 0 ≤ v x y) (a b : X → ℂ) (x y : X) :
    0 ≤ v x y * ‖antisymPair a b x y‖ ^ 2 := by
  -- the antisymmetric amplitude vanishes at coincident points
  have h0 : ∀ z, antisymPair a b z z = 0 := by
    intro z
    unfold antisymPair
    ring
  rcases eq_or_ne x y with rfl | hxy
  · simp [h0]
  · exact mul_nonneg (hpos x y hxy) (sq_nonneg _)
```

The integral `eri` is in physicists' order: `p` and `r` belong to the point `x`, `q` and `s` to the point `y`. The sums have unit weights. All the integrals are complex numbers by definition, so that their reality has to be proved.

```lean
variable [Fintype X]

/-- Two-electron integral `⟨pq|rs⟩` on the grid, in physicists' order. -/
def eri (v : X → X → ℝ) (p q r s : X → ℂ) : ℂ :=
  ∑ x, ∑ y, conj (p x) * conj (q y) * (v x y : ℂ) * r x * s y

/-- Coulomb integral `J_ab = ⟨ab|ab⟩`. -/
def coulomb (v : X → X → ℝ) (a b : X → ℂ) : ℂ := eri v a b a b

/-- Exchange integral `K_ab = ⟨ab|ba⟩`. -/
def exchange (v : X → X → ℝ) (a b : X → ℂ) : ℂ := eri v a b b a
```

In `repulsionEnergy` the orbitals `φ i` are indexed by any finite type, the sum includes $i=j$, and no orthogonality or normalization is imposed.

```lean
/-- Hartree-Fock electron-repulsion expression `½ ∑_ij (J_ij - K_ij)` of a finite family
of orbitals. -/
def repulsionEnergy {ι : Type*} [Fintype ι] (v : X → X → ℝ) (φ : ι → X → ℂ) : ℂ :=
  1 / 2 * ∑ i, ∑ j, (coulomb v (φ i) (φ j) - exchange v (φ i) (φ j))
```

### The identity and its sign

The lemma `eri_swap` is the relabelling rule. `Finset.sum_comm` exchanges the two summations, `hv y x` replaces $v(y,x)$ by $v(x,y)$, and `ring` reorders the factors.

```lean
/-- For a symmetric kernel, relabelling the two electrons gives `⟨pq|rs⟩ = ⟨qp|sr⟩`. -/
theorem eri_swap (hv : ∀ x y, v x y = v y x) (p q r s : X → ℂ) :
    eri v p q r s = eri v q p s r := by
  unfold eri
  rw [Finset.sum_comm]
  refine Finset.sum_congr rfl fun x _ => Finset.sum_congr rfl fun y _ => ?_
  rw [hv y x]
  ring
```

In `eri_antisym`, the step `hexp` is the expansion into four integrals: the four double sums are merged into one, the conjugate is distributed over the difference and the products, and the summands are compared at each $(x,y)$. Two uses of `eri_swap` then pair the integrals as in the hand calculation.

```lean
/-- For a symmetric kernel, `⟨pq|rs⟩ - ⟨pq|sr⟩` is half the matrix element of the kernel
between the antisymmetric pair amplitudes of `p, q` and of `r, s`. -/
theorem eri_antisym (hv : ∀ x y, v x y = v y x) (p q r s : X → ℂ) :
    eri v p q r s - eri v p q s r
      = 1 / 2 * ∑ x, ∑ y,
          (v x y : ℂ) * (conj (antisymPair p q x y) * antisymPair r s x y) := by
  -- expand the product of amplitudes into four integrals
  have hexp : ∑ x, ∑ y, (v x y : ℂ) * (conj (antisymPair p q x y) * antisymPair r s x y)
      = eri v p q r s - eri v p q s r - eri v q p r s + eri v q p s r := by
    simp only [eri, ← Finset.sum_sub_distrib, ← Finset.sum_add_distrib]
    refine Finset.sum_congr rfl fun x _ => Finset.sum_congr rfl fun y _ => ?_
    simp only [antisymPair, map_sub, map_mul]
    ring
  -- the four integrals coincide in pairs
  rw [hexp, eri_swap hv q p r s, eri_swap hv q p s r]
  ring
```

The main identity `coulomb_sub_exchange` assumes symmetry alone. Its right side is a real number embedded in $\mathbb C$, so the equation already contains the reality of $J-K$ for a symmetric kernel of any sign. The proof specializes `eri_antisym` to $\langle ab|ab\rangle-\langle ab|ba\rangle$ and uses `h`, the identity $z^*z=|z|^2$.

```lean
/-- For a symmetric kernel, `J_ab - K_ab = ½ ∑ v(x,y) |a(x) b(y) - b(x) a(y)|²`. -/
theorem coulomb_sub_exchange (hv : ∀ x y, v x y = v y x) (a b : X → ℂ) :
    coulomb v a b - exchange v a b
      = ((1 / 2 * ∑ x, ∑ y, v x y * ‖antisymPair a b x y‖ ^ 2 : ℝ) : ℂ) := by
  have h : ∀ z : ℂ, conj z * z = ((‖z‖ ^ 2 : ℝ) : ℂ) := by
    intro z
    rw [mul_comm, Complex.mul_conj, Complex.normSq_eq_norm_sq]
  unfold coulomb exchange
  rw [eri_antisym hv]
  simp [h]
```

Adding the off-diagonal sign condition gives the statement in the title: the imaginary part of $J-K$ is zero and the real part is nonnegative. After the identity is substituted, the real part is $\tfrac12$ times a double sum whose terms are handled by `pair_term_nonneg`.

```lean
/-- For a symmetric kernel that is nonnegative between distinct points, `J_ab - K_ab` is
real and nonnegative. -/
theorem coulomb_sub_exchange_real_nonneg (hv : ∀ x y, v x y = v y x)
    (hpos : ∀ x y, x ≠ y → 0 ≤ v x y) (a b : X → ℂ) :
    (coulomb v a b - exchange v a b).im = 0 ∧ 0 ≤ (coulomb v a b - exchange v a b).re := by
  rw [coulomb_sub_exchange hv]
  refine ⟨Complex.ofReal_im _, ?_⟩
  rw [Complex.ofReal_re]
  exact mul_nonneg (by norm_num)
    (Finset.sum_nonneg fun x _ => Finset.sum_nonneg fun y _ => pair_term_nonneg hpos a b x y)
```

### The sum $J+K$ and the bound on exchange

The theorem `coulomb_add_exchange` repeats the expansion with `symPair`, directly for the pair $a,b$, and again needs only symmetry.

```lean
/-- For a symmetric kernel, `J_ab + K_ab = ½ ∑ v(x,y) |a(x) b(y) + b(x) a(y)|²`. -/
theorem coulomb_add_exchange (hv : ∀ x y, v x y = v y x) (a b : X → ℂ) :
    coulomb v a b + exchange v a b
      = ((1 / 2 * ∑ x, ∑ y, v x y * ‖symPair a b x y‖ ^ 2 : ℝ) : ℂ) := by
  have h : ∀ z : ℂ, conj z * z = ((‖z‖ ^ 2 : ℝ) : ℂ) := by
    intro z
    rw [mul_comm, Complex.mul_conj, Complex.normSq_eq_norm_sq]
  have hcast : ((1 / 2 * ∑ x, ∑ y, v x y * ‖symPair a b x y‖ ^ 2 : ℝ) : ℂ)
      = 1 / 2 * ∑ x, ∑ y, (v x y : ℂ) * (conj (symPair a b x y) * symPair a b x y) := by
    simp [h]
  -- expand the squared modulus into four integrals
  have hexp : ∑ x, ∑ y, (v x y : ℂ) * (conj (symPair a b x y) * symPair a b x y)
      = eri v a b a b + eri v a b b a + eri v b a a b + eri v b a b a := by
    simp only [eri, ← Finset.sum_add_distrib]
    refine Finset.sum_congr rfl fun x _ => Finset.sum_congr rfl fun y _ => ?_
    simp only [symPair, map_add, map_mul]
    ring
  rw [hcast, hexp, eri_swap hv b a a b, eri_swap hv b a b a]
  unfold coulomb exchange
  ring
```

In `abs_exchange_le_coulomb` the hypothesis is `∀ x y, 0 ≤ v x y`, diagonal included. The facts `h1` to `h4` say that $J-K$ and $J+K$ have zero imaginary part and nonnegative real part. Linear arithmetic on these gives $\operatorname{Im}J=\operatorname{Im}K=0$ and $|\operatorname{Re}K|\le\operatorname{Re}J$.

```lean
/-- For a symmetric kernel with nonnegative entries, `J_ab` and `K_ab` are real and
`|K_ab| ≤ J_ab`. -/
theorem abs_exchange_le_coulomb (hv : ∀ x y, v x y = v y x) (hpos : ∀ x y, 0 ≤ v x y)
    (a b : X → ℂ) :
    (coulomb v a b).im = 0 ∧ (exchange v a b).im = 0 ∧
      |(exchange v a b).re| ≤ (coulomb v a b).re := by
  obtain ⟨h1, h2⟩ := coulomb_sub_exchange_real_nonneg hv (fun x y _ => hpos x y) a b
  have h3 : (coulomb v a b + exchange v a b).im = 0 := by
    rw [coulomb_add_exchange hv]
    exact Complex.ofReal_im _
  have h4 : 0 ≤ (coulomb v a b + exchange v a b).re := by
    rw [coulomb_add_exchange hv, Complex.ofReal_re]
    exact mul_nonneg (by norm_num)
      (Finset.sum_nonneg fun x _ => Finset.sum_nonneg fun y _ =>
        mul_nonneg (hpos x y) (sq_nonneg _))
  rw [Complex.sub_im] at h1
  rw [Complex.sub_re] at h2
  rw [Complex.add_im] at h3
  rw [Complex.add_re] at h4
  -- both J - K and J + K are real and nonnegative
  exact ⟨by linarith, by linarith, abs_le.2 ⟨by linarith, by linarith⟩⟩
```

### Equality and necessity

The theorem `coulomb_eq_exchange_iff` is consequence 2. In the forward direction `hS` states that the double sum vanishes, and `Finset.sum_eq_zero_iff_of_nonneg` is applied first to the rows and then within row `x`, which isolates the single term `h2`. For $x=y$ the required equation is commutativity, and for $x\ne y$ strict positivity removes the factor $v(x,y)$. In the reverse direction all amplitudes are zero.

```lean
/-- For a symmetric kernel that is strictly positive between distinct points, `J_ab = K_ab`
exactly when `a(x) b(y) = b(x) a(y)` for all grid points. -/
theorem coulomb_eq_exchange_iff (hv : ∀ x y, v x y = v y x)
    (hpos : ∀ x y, x ≠ y → 0 < v x y) (a b : X → ℂ) :
    coulomb v a b = exchange v a b ↔ ∀ x y, a x * b y = b x * a y := by
  rw [← sub_eq_zero, coulomb_sub_exchange hv, Complex.ofReal_eq_zero]
  constructor
  · intro h x y
    have hterm := pair_term_nonneg (fun x y hxy => (hpos x y hxy).le) a b
    have hS : ∑ x, ∑ y, v x y * ‖antisymPair a b x y‖ ^ 2 = 0 := by linarith
    have hrow : ∀ u ∈ (Finset.univ : Finset X),
        0 ≤ ∑ w, v u w * ‖antisymPair a b u w‖ ^ 2 :=
      fun u _ => Finset.sum_nonneg fun w _ => hterm u w
    have hcol : ∀ w ∈ (Finset.univ : Finset X), 0 ≤ v x w * ‖antisymPair a b x w‖ ^ 2 :=
      fun w _ => hterm x w
    -- a vanishing sum of nonnegative terms has vanishing terms
    have h1 : ∑ w, v x w * ‖antisymPair a b x w‖ ^ 2 = 0 :=
      (Finset.sum_eq_zero_iff_of_nonneg hrow).1 hS x (Finset.mem_univ x)
    have h2 : v x y * ‖antisymPair a b x y‖ ^ 2 = 0 :=
      (Finset.sum_eq_zero_iff_of_nonneg hcol).1 h1 y (Finset.mem_univ y)
    rcases eq_or_ne x y with rfl | hxy
    · exact mul_comm _ _
    · have h3 := (mul_eq_zero.1 h2).resolve_left (hpos x y hxy).ne'
      have h4 : antisymPair a b x y = 0 := by simpa using h3
      unfold antisymPair at h4
      exact sub_eq_zero.1 h4
  · intro h
    have h0 : ∀ x y, antisymPair a b x y = 0 := by
      intro x y
      unfold antisymPair
      exact sub_eq_zero.2 (h x y)
    simp [h0]
```

The evaluation on localized orbitals holds for every kernel, symmetric or not. The step `hJ` reduces each sum to its single surviving term, and `hK` shows that each term has a zero factor, either `site y u` or the conjugate of `site x u`.

```lean
/-- For orbitals localized on two distinct grid points `x` and `y`, `J - K = v(x,y)`. -/
theorem coulomb_sub_exchange_site [DecidableEq X] (v : X → X → ℝ) {x y : X} (hxy : x ≠ y) :
    coulomb v (site x) (site y) - exchange v (site x) (site y) = (v x y : ℂ) := by
  -- only the point pair (x, y) contributes to J
  have hJ : coulomb v (site x) (site y) = (v x y : ℂ) := by
    unfold coulomb eri
    refine (Fintype.sum_eq_single x ?_).trans ?_
    · intro u hu
      simp [site, hu]
    · refine (Fintype.sum_eq_single y ?_).trans ?_
      · intro w hw
        simp [site, hw]
      · simp [site]
  -- the two orbitals have disjoint supports, so K vanishes
  have hK : exchange v (site x) (site y) = 0 := by
    unfold exchange eri
    refine Finset.sum_eq_zero fun u _ => Finset.sum_eq_zero fun w _ => ?_
    by_cases hu : u = x
    · have h0 : site y u = 0 := by simp [site, hu, hxy]
      simp [h0]
    · have h0 : site x u = 0 := by simp [site, hu]
      simp [h0]
  rw [hJ, hK, sub_zero]
```

For a symmetric kernel the two results combine into an equivalence: $\operatorname{Re}(J_{ab}-K_{ab})\ge0$ for all $a,b$ if and only if $v\ge0$ off the diagonal. One direction tests the inequality on site orbitals, and the other is the positivity theorem.

```lean
/-- For a symmetric kernel, the real part of `J_ab - K_ab` is nonnegative for all pairs of
orbitals exactly when the kernel is nonnegative between distinct points. -/
theorem coulomb_sub_exchange_nonneg_iff (hv : ∀ x y, v x y = v y x) :
    (∀ a b : X → ℂ, 0 ≤ (coulomb v a b - exchange v a b).re)
      ↔ ∀ x y, x ≠ y → 0 ≤ v x y := by
  classical
  constructor
  · intro h x y hxy
    have h1 := h (site x) (site y)
    rw [coulomb_sub_exchange_site v hxy, Complex.ofReal_re] at h1
    exact h1
  · intro h a b
    exact (coulomb_sub_exchange_real_nonneg hv h a b).2
```

### The repulsion expression and an example

For a family of orbitals, `hE` inserts the pair identity for each $(i,j)$ and displays the expression as a real fourfold sum of nonnegative terms.

```lean
/-- For a symmetric kernel that is nonnegative between distinct points, the Hartree-Fock
repulsion expression of any finite family of orbitals is real and nonnegative. -/
theorem repulsionEnergy_real_nonneg {ι : Type*} [Fintype ι] (hv : ∀ x y, v x y = v y x)
    (hpos : ∀ x y, x ≠ y → 0 ≤ v x y) (φ : ι → X → ℂ) :
    (repulsionEnergy v φ).im = 0 ∧ 0 ≤ (repulsionEnergy v φ).re := by
  -- insert the pair identity for every orbital pair
  have hE : repulsionEnergy v φ
      = ((1 / 2 * ∑ i, ∑ j, (1 / 2 * ∑ x, ∑ y,
          v x y * ‖antisymPair (φ i) (φ j) x y‖ ^ 2) : ℝ) : ℂ) := by
    simp [repulsionEnergy, coulomb_sub_exchange hv]
  rw [hE]
  refine ⟨Complex.ofReal_im _, ?_⟩
  rw [Complex.ofReal_re]
  refine mul_nonneg (by norm_num)
    (Finset.sum_nonneg fun i _ => Finset.sum_nonneg fun j _ => ?_)
  exact mul_nonneg (by norm_num)
    (Finset.sum_nonneg fun x _ => Finset.sum_nonneg fun y _ =>
      pair_term_nonneg hpos (φ i) (φ j) x y)
```

The last theorem exhibits a kernel that meets all the symmetry and sign hypotheses used above. On two points `softCoulomb 2` is symmetric and strictly positive, its off-diagonal entry is $1/(1+1)$, and the site formula gives $J-K=\tfrac12$.

```lean
/-- The softened Coulomb kernel on two points is symmetric and strictly positive, and gives
`J - K = 1/2` for the orbitals localized on the two points. -/
theorem softCoulomb_witness :
    (∀ x y, softCoulomb 2 x y = softCoulomb 2 y x) ∧ (∀ x y, 0 < softCoulomb 2 x y) ∧
      coulomb (softCoulomb 2) (site 0) (site 1)
        - exchange (softCoulomb 2) (site 0) (site 1) = 1 / 2 := by
  refine ⟨fun x y => ?_, fun x y => ?_, ?_⟩
  · unfold softCoulomb
    rw [abs_sub_comm]
  · unfold softCoulomb
    positivity
  · have h01 : (0 : Fin 2) ≠ 1 := by decide
    have hval : softCoulomb 2 0 1 = 1 / 2 := by
      show (1 : ℝ) / (1 + |((0 : ℕ) : ℝ) - ((1 : ℕ) : ℝ)|) = 1 / 2
      norm_num
    rw [coulomb_sub_exchange_site (softCoulomb 2) h01, hval]
    norm_num

end

end CoulombExchangePositivity
```

```lean
#print axioms CoulombExchangePositivity.abs_exchange_le_coulomb
#print axioms CoulombExchangePositivity.coulomb_eq_exchange_iff
#print axioms CoulombExchangePositivity.coulomb_sub_exchange_nonneg_iff
#print axioms CoulombExchangePositivity.repulsionEnergy_real_nonneg
```

```
'CoulombExchangePositivity.abs_exchange_le_coulomb' depends on axioms: [propext, Classical.choice, Quot.sound]
'CoulombExchangePositivity.coulomb_eq_exchange_iff' depends on axioms: [propext, Classical.choice, Quot.sound]
'CoulombExchangePositivity.coulomb_sub_exchange_nonneg_iff' depends on axioms: [propext, Classical.choice, Quot.sound]
'CoulombExchangePositivity.repulsionEnergy_real_nonneg' depends on axioms: [propext, Classical.choice, Quot.sound]
```

## Scope and the role of the hypotheses

The remarks and examples of this section are checked by hand and have no counterpart among the theorems.

The model is a finite sum with a finite kernel, so continuum integrals and the singularity of $1/r_{12}$ are not covered. Positive quadrature weights $w(x)$ can be absorbed by replacing $v(x,y)$ with $w(x)w(y)v(x,y)$, which preserves symmetry and signs. Spin has no separate place in the definitions. It can be included in the label $x$, and then one position with two opposite spins counts as two distinct points, so the sign condition applies to the on-site value. The identification of `repulsionEnergy` with the repulsion energy of a Slater determinant holds for orthonormal spin orbitals and is taken from Hartree–Fock theory. The condition $a(x)b(y)=b(x)a(y)$ for all points amounts to linear dependence of $a$ and $b$.

Symmetry is needed. On two points take $v(0,1)=1$ and all other entries zero. The site orbitals give $J-K=1$ while the right side of the identity is $\tfrac12$, and $a=(1,1)$, $b=(1,i)$ give $J-K=1+i$. The bound $|K|\le J$ needs the diagonal: on one point with $v=-1$ and $a=b=1$, both $J$ and $K$ equal $-1$. In the equality criterion strict positivity cannot be weakened to $v\ge0$: on two or more points, $v=0$ gives $J=K$ for all orbitals, including linearly independent ones.

Nothing here asserts $K_{ab}\ge0$, and nonnegative entries do not imply it. With $v(0,1)=v(1,0)=1$, zero diagonal, $a=(1,1)$ and $b=(1,-1)$, one finds $J=2$ and $K=-2$. Since $K=\sum_{x,y}f(x)\,v(x,y)\,f^*(y)$ with $f=a^*b$, it is nonnegative for all orbitals exactly when the symmetric matrix $v$ is positive semidefinite, a different condition.
